# Surface phonon couplings add up to $1/(\varepsilon_\infty+\varepsilon_s)-1/(\varepsilon(0)+\varepsilon_s)$ when undamped phonons have equally many distinct surface modes

Phonons and surface modes are labelled here by the same finite index set. An isotropic polar dielectric has transverse phonons $j$ with frequencies $\omega_j$, and its surface modes are given as a family of frequencies $W_k$, with $k$ running over the same labels. This builds the equality of the two numbers into the statement. That the $W_k$ are distinct and are modes remains a hypothesis for several phonons; for one phonon the mode is found explicitly. The coupling of a mode of frequency $w$ means the dimensionless factor $2/(w\,\varepsilon'(w))$, where $\varepsilon(w)$ is the permittivity of the dielectric.

In the code the label set is `ι`, and `wT` and `W` are the two families of frequencies. The real number `einf` is $\varepsilon_\infty$, the response of the electrons, taken as constant at phonon frequencies. The real number `es` is $\varepsilon_s$, the equally constant permittivity of the adjacent medium. Permittivities are relative to vacuum.

```lean
import Mathlib

open Finset

namespace SurfaceOpticalPhonon

noncomputable section

variable {ι : Type*} [Fintype ι] {einf es : ℝ} {S wT W : ι → ℝ}
```

## Permittivity, modes and coupling

Each phonon contributes an undamped resonance of weight $S_j$:

$$\varepsilon(w)=\varepsilon_\infty+\sum_j\frac{S_j}{\omega_j^2-w^2}.$$

The weight has the dimension of a squared frequency, and $S_j/\omega_j^2$ is the phonon's share of the static permittivity $\varepsilon(0)$.

```lean
/-- Lattice permittivity at frequency `w`, with high-frequency value `einf` and transverse phonons
of frequencies `wT j` and weights `S j`; its domain is `w ^ 2 ≠ wT j ^ 2` for all `j`. -/
def permittivity (einf : ℝ) (S wT : ι → ℝ) (w : ℝ) : ℝ :=
  einf + ∑ j, S j / (wT j ^ 2 - w ^ 2)
```

At a planar interface between two half-spaces, without retardation, the potential of a surface mode decays as $e^{-q|z|}$ on both sides, where $q$ is the wave number along the interface and $z$ the distance from it. Continuity of the normal component of the electric displacement then requires $\varepsilon(w)+\varepsilon_s=0$. The code takes this condition as the definition of a mode. It also demands $w>0$, so that each mode is described by one frequency and not by a pair $\pm w$. Finally it demands $w\neq\omega_j$ in magnitude, because Lean assigns the value 0 to a division by zero and could otherwise accept a frequency on resonance. With $\varepsilon_s=0$ the same definition gives the bulk longitudinal optical (LO) mode.

```lean
/-- A positive frequency off resonance at which the permittivity equals `-es`, with `es` the
permittivity of the adjacent medium; `es = 0` is the condition for a bulk LO mode. -/
def IsSurfaceMode (einf es : ℝ) (S wT : ι → ℝ) (w : ℝ) : Prop :=
  0 < w ∧ (∀ j, wT j ^ 2 - w ^ 2 ≠ 0) ∧ permittivity einf S wT w = -es
```

The coupling of a mode is $c=2/(w\,\varepsilon'(w))$. It is the dielectric factor in the squared electron–phonon matrix element; the charge, phonon energy and wave-vector factors are left out. The code uses the actual derivative of the permittivity.

```lean
/-- Coupling strength `2 / (w ε'(w))` of a mode of frequency `w`; its domain is the
frequencies off resonance with `w ≠ 0` and `ε'(w) ≠ 0`. -/
def coupling (einf : ℝ) (S wT : ι → ℝ) (w : ℝ) : ℝ :=
  2 / (w * deriv (permittivity einf S wT) w)
```

## The derivative at a mode

Define the slope of $\varepsilon$ in the variable $w^2$ by

$$G(w)=\sum_j\frac{S_j}{(\omega_j^2-w^2)^2}.$$

```lean
/-- Slope of the permittivity in the squared frequency, for `w` off resonance. -/
def slope (S wT : ι → ℝ) (w : ℝ) : ℝ := ∑ j, S j / (wT j ^ 2 - w ^ 2) ^ 2
```

Since the derivative of $\omega_j^2-w^2$ is $-2w$, each resonance contributes $2w\,S_j/(\omega_j^2-w^2)^2$. Therefore $\varepsilon'(w)=2w\,G(w)$ off resonance, and a mode has the coupling $c_k=1/(W_k^2G_k)$ with $G_k=G(W_k)$. The proof differentiates term by term and then adds.

```lean
/-- Off resonance, the frequency derivative of the permittivity is `2 w` times its slope
in the squared frequency. -/
theorem hasDerivAt_permittivity {w : ℝ} (h : ∀ j, wT j ^ 2 - w ^ 2 ≠ 0) :
    HasDerivAt (permittivity einf S wT) (2 * w * slope S wT w) w := by
  have key : ∀ j ∈ (univ : Finset ι), HasDerivAt (fun x : ℝ => S j / (wT j ^ 2 - x ^ 2))
      (2 * w * (S j / (wT j ^ 2 - w ^ 2) ^ 2)) w := by
    intro j _
    have h1 : HasDerivAt (fun x : ℝ => wT j ^ 2 - x ^ 2) (-(2 * w)) w :=
      ((hasDerivAt_pow 2 w).const_sub (wT j ^ 2)).congr_deriv (by norm_num)
    refine ((hasDerivAt_const w (S j)).fun_div h1 (h j)).congr_deriv ?_
    ring
  refine ((HasDerivAt.fun_sum key).const_add einf).congr_deriv ?_
  rw [slope, mul_sum]
```

## From orthogonality to completeness

Write $d_{jk}=\omega_j^2-W_k^2$ and $a=\varepsilon_\infty+\varepsilon_s$. The mode condition reads $\sum_j S_j/d_{jk}=-a$ for every $k$. Subtracting the conditions for $k$ and $l$ gives

$$0=\sum_j\left(\frac{S_j}{d_{jk}}-\frac{S_j}{d_{jl}}\right)=(W_k^2-W_l^2)\sum_j\frac{S_j}{d_{jk}d_{jl}}.$$

For $k\neq l$ the prefactor is nonzero, because the frequencies are positive and distinct, so the last sum vanishes. For $k=l$ that sum is $G_k$, which is positive because the weights are.

With $A_{kj}=S_j/(d_{jk}G_k)$ and $B_{jk}=1/d_{jk}$ this says $AB=1$. Both matrices are square, so $BA=1$ as well:

$$\sum_k\frac{S_j}{d_{ik}d_{jk}G_k}=\delta_{ij}.$$

In normalised form, the amplitude of phonon $j$ in mode $k$ is $\sqrt{S_j}/(d_{jk}\sqrt{G_k})$; the code works with the unnormalised $A$ and $B$. There, `hAB` is the orthogonality relation, split into the cases $k=l$ and $k\neq l$, and `mul_eq_one_comm` exchanges the factors.

```lean
/-- Completeness: for positive weights and as many distinct surface modes as phonons, the products
of the unnormalised mode amplitudes at the phonons `i` and `j`, summed over all modes, give the
Kronecker delta. -/
theorem mode_completeness [DecidableEq ι] (hS : ∀ j, 0 < S j) (hW : Function.Injective W)
    (hm : ∀ k, IsSurfaceMode einf es S wT (W k)) (i j : ι) :
    ∑ k, S j / ((wT i ^ 2 - W k ^ 2) * (wT j ^ 2 - W k ^ 2) * slope S wT (W k))
      = if i = j then 1 else 0 := by
  have hd := fun k => (hm k).2.1
  have h : ∀ k, ∑ j, S j / (wT j ^ 2 - W k ^ 2) = -(einf + es) := fun k => by
    have := (hm k).2.2
    rw [permittivity] at this
    linarith
  have hG : ∀ k, slope S wT (W k) ≠ 0 := fun k =>
    (sum_pos (fun j _ => div_pos (hS j)
      ((sq_nonneg _).lt_of_ne' (pow_ne_zero 2 (hd k j)))) ⟨k, mem_univ k⟩).ne'
  let A : Matrix ι ι ℝ := Matrix.of fun k j => S j / ((wT j ^ 2 - W k ^ 2) * slope S wT (W k))
  let B : Matrix ι ι ℝ := Matrix.of fun j k => 1 / (wT j ^ 2 - W k ^ 2)
  -- orthogonality of the modes, from the difference of two mode conditions
  have hAB : A * B = 1 := by
    ext k l
    rw [Matrix.mul_apply, Matrix.one_apply]
    change ∑ j, S j / ((wT j ^ 2 - W k ^ 2) * slope S wT (W k)) * (1 / (wT j ^ 2 - W l ^ 2)) = _
    have h3 := hG k
    split_ifs with hkl
    · subst hkl
      rw [← div_self h3]
      conv_rhs => rw [slope, sum_div]
      refine sum_congr rfl fun j _ => ?_
      change _ = S j / (wT j ^ 2 - W k ^ 2) ^ 2 / slope S wT (W k)
      have h1 := hd k j
      field_simp
    · have hne : W k ^ 2 - W l ^ 2 ≠ 0 := fun e =>
        hkl (hW ((sq_eq_sq₀ (hm k).1.le (hm l).1.le).mp (sub_eq_zero.mp e)))
      have e : ∀ j, S j / ((wT j ^ 2 - W k ^ 2) * slope S wT (W k)) * (1 / (wT j ^ 2 - W l ^ 2))
          = (S j / (wT j ^ 2 - W k ^ 2) - S j / (wT j ^ 2 - W l ^ 2))
            / ((W k ^ 2 - W l ^ 2) * slope S wT (W k)) := by
        intro j
        have h1 := hd k j
        have h2 := hd l j
        field_simp
        ring
      rw [sum_congr rfl fun j _ => e j, ← sum_div, sum_sub_distrib, h k, h l, sub_self, zero_div]
  -- for square matrices orthogonality implies completeness
  have hBA : B * A = 1 := mul_eq_one_comm.mp hAB
  have hij : (B * A) i j = (1 : Matrix ι ι ℝ) i j := by rw [hBA]
  rw [Matrix.mul_apply, Matrix.one_apply] at hij
  rw [← hij]
  refine sum_congr rfl fun k _ => ?_
  change _ = 1 / (wT i ^ 2 - W k ^ 2) * (S j / ((wT j ^ 2 - W k ^ 2) * slope S wT (W k)))
  simp only [div_eq_mul_inv, mul_inv]
  ring
```

## The sum over modes

Let $b=\varepsilon(0)+\varepsilon_s$. Partial fractions give

$$\frac{1}{\omega_j^2d_{jk}}=\frac{1}{W_k^2}\left(\frac1{d_{jk}}-\frac1{\omega_j^2}\right).$$

Multiplying by $S_j$, summing over $j$ and using the mode condition, we find

$$\sum_j\frac{S_j}{\omega_j^2d_{jk}}=\frac{-a-(\varepsilon(0)-\varepsilon_\infty)}{W_k^2}=-\frac{b}{W_k^2}.$$

The product of this sum with $\sum_iS_i/d_{ik}=-a$ is $ab/W_k^2$. Division by $G_k$ turns it into

$$ab\,c_k=\sum_{i,j}\frac{S_i}{\omega_j^2}\,\frac{S_j}{d_{ik}d_{jk}G_k}.$$

Now sum over $k$. Completeness leaves only the terms with $i=j$:

$$ab\sum_kc_k=\sum_i\frac{S_i}{\omega_i^2}=\varepsilon(0)-\varepsilon_\infty=b-a.$$

Since $a>0$ and $b\ge a$, we may divide by $ab$ and obtain $\sum_kc_k=1/a-1/b$.

In the proof, `e1` and `e2` are the two single sums, `hc` is the double sum for one mode, and `hsum` is the result of completeness. The hypotheses `ha`, `hS` and `hT` are the positivity conditions on $a$, the weights and the phonon frequencies; `hW` says that the modes are distinct, and `hm` that each $W_k$ is a mode.

```lean
/-- **Sum rule for surface phonon coupling**: for positive weights and phonon frequencies,
`einf + es > 0` and as many distinct surface modes as phonons, the couplings of these modes add up
to `1 / (einf + es) - 1 / (ε(0) + es)`. -/
theorem coupling_sum_rule (ha : 0 < einf + es) (hS : ∀ j, 0 < S j) (hT : ∀ j, 0 < wT j)
    (hW : Function.Injective W) (hm : ∀ k, IsSurfaceMode einf es S wT (W k)) :
    ∑ k, coupling einf S wT (W k)
      = 1 / (einf + es) - 1 / (permittivity einf S wT 0 + es) := by
  classical
  have hz : permittivity einf S wT 0 = einf + ∑ j, S j / wT j ^ 2 := by simp [permittivity]
  have hpos : 0 ≤ ∑ j, S j / wT j ^ 2 := sum_nonneg fun j _ => div_nonneg (hS j).le (sq_nonneg _)
  have hg : 0 < permittivity einf S wT 0 + es := by rw [hz]; linarith
  -- the mode condition turns each coupling into a double sum over resonances
  have hc : ∀ k, (einf + es) * (permittivity einf S wT 0 + es) * coupling einf S wT (W k)
      = ∑ i, ∑ j, S i / wT j ^ 2 *
        (S j / ((wT i ^ 2 - W k ^ 2) * (wT j ^ 2 - W k ^ 2) * slope S wT (W k))) := by
    intro k
    obtain ⟨hk, hd, h⟩ := hm k
    have e0 : coupling einf S wT (W k) = 1 / (W k ^ 2 * slope S wT (W k)) := by
      rw [coupling, (hasDerivAt_permittivity hd).deriv,
        show W k * (2 * W k * slope S wT (W k)) = 2 * (W k ^ 2 * slope S wT (W k)) by ring,
        div_mul_eq_div_div, div_self two_ne_zero]
    have e1 : ∑ i, S i / (wT i ^ 2 - W k ^ 2) = -(einf + es) := by
      rw [permittivity] at h
      linarith
    have e2 : ∑ j, S j / (wT j ^ 2 * (wT j ^ 2 - W k ^ 2))
        = -(permittivity einf S wT 0 + es) / W k ^ 2 := by
      have e : ∀ j, S j / (wT j ^ 2 * (wT j ^ 2 - W k ^ 2))
          = (S j / (wT j ^ 2 - W k ^ 2) - S j / wT j ^ 2) / W k ^ 2 := by
        intro j
        have h1 := (hT j).ne'
        have h2 := hk.ne'
        have h3 := hd j
        field_simp
        ring
      rw [sum_congr rfl fun j _ => e j, ← sum_div, sum_sub_distrib, e1, hz]
      congr 1
      ring
    have e3 : (einf + es) * (permittivity einf S wT 0 + es) * coupling einf S wT (W k)
        = (∑ i, S i / (wT i ^ 2 - W k ^ 2)) * (∑ j, S j / (wT j ^ 2 * (wT j ^ 2 - W k ^ 2)))
          / slope S wT (W k) := by
      rw [e0, e1, e2]
      simp only [div_eq_mul_inv, mul_inv]
      ring
    rw [e3, sum_mul_sum, sum_div]
    refine sum_congr rfl fun i _ => ?_
    rw [sum_div]
    refine sum_congr rfl fun j _ => ?_
    simp only [div_eq_mul_inv, mul_inv]
    ring
  -- completeness collapses the sum over modes
  have hsum : (einf + es) * (permittivity einf S wT 0 + es) * ∑ k, coupling einf S wT (W k)
      = ∑ i, S i / wT i ^ 2 := by
    rw [mul_sum, sum_congr rfl fun k _ => hc k, sum_comm]
    refine sum_congr rfl fun i _ => ?_
    rw [sum_comm]
    simp only [← mul_sum, mode_completeness hS hW hm, mul_ite, mul_one, mul_zero,
      sum_ite_eq, mem_univ, if_true]
  rw [div_sub_div _ _ ha.ne' hg.ne', eq_div_iff (mul_ne_zero ha.ne' hg.ne')]
  linear_combination hsum - hz
```

For models of carriers scattered by surface phonons of a neighbouring dielectric, this gives a check on a set of mode couplings, provided that the couplings are normalised as above, the dielectric is isotropic, the phonons are undamped, the adjacent medium has a constant permittivity and the interface is a single planar one. Phonons of equal frequency must first be merged into one with the summed weight, since otherwise there are too few modes for the theorem to apply.

## Two phonons, and a mode counted twice

Take $\varepsilon_\infty=\varepsilon_s=1$, phonon frequencies 1 and 3, and weights $45/4$ and $35/4$. Then

$$\varepsilon(2)=1-\tfrac{15}{4}+\tfrac74=-1,\qquad \varepsilon(4)=1-\tfrac34-\tfrac54=-1,$$

so 2 and 4 are surface modes. The next theorem evaluates these conditions, which shows that the hypotheses of the sum rule can be met.

```lean
/-- Two phonons of frequencies 1 and 3 and weights 45/4 and 35/4, with `einf = es = 1`,
have surface modes at the frequencies 2 and 4. -/
theorem coupling_sum_rule_witness :
    IsSurfaceMode 1 1 ![45 / 4, 35 / 4] ![1, 3] 2 ∧
      IsSurfaceMode 1 1 ![45 / 4, 35 / 4] ![1, 3] 4 := by
  refine ⟨⟨by norm_num, ?_, ?_⟩, ⟨by norm_num, ?_, ?_⟩⟩
  · intro j; fin_cases j <;> norm_num
  · norm_num [permittivity, Fin.sum_univ_two]
  · intro j; fin_cases j <;> norm_num
  · norm_num [permittivity, Fin.sum_univ_two]
```

The same numbers show what distinctness does. The slopes are $G(2)=8/5$ and $G(4)=8/35$, so the couplings are $5/32$ and $35/128$. Their sum is $55/128$, in agreement with $1/2-9/128$. If we drop distinctness and list the mode 2 twice, every other hypothesis still holds, but the couplings add up to $5/16=40/128$ and the sum rule fails.

## One phonon

For a single phonon of frequency $\omega_0$ (`w0`) and static permittivity $\varepsilon_0$ (`e0`), the weight is $(\varepsilon_0-\varepsilon_\infty)\omega_0^2$. The mode condition becomes

$$(\varepsilon_0-\varepsilon_\infty)\,\omega_0^2=(\varepsilon_\infty+\varepsilon_s)(w^2-\omega_0^2),$$

and therefore

$$w^2=\omega_0^2\,\frac{\varepsilon_0+\varepsilon_s}{\varepsilon_\infty+\varepsilon_s}.$$

For $\varepsilon_0>\varepsilon_\infty$ and $\varepsilon_\infty+\varepsilon_s>0$ the right-hand side is positive, so there is exactly one surface mode. In the converse direction the proof must also exclude resonance: $w^2=\omega_0^2$ would force the weight to vanish, against $\varepsilon_0>\varepsilon_\infty$.

```lean
variable {e0 w0 w : ℝ}

/-- For one phonon of frequency `w0 > 0`, with `e0 > einf` and `einf + es > 0`, the surface mode is
the positive root of `w ^ 2 = w0 ^ 2 (e0 + es) / (einf + es)`. -/
theorem surfaceMode_iff (h0 : einf < e0) (ha : 0 < einf + es) (hT : 0 < w0) :
    IsSurfaceMode einf es ![(e0 - einf) * w0 ^ 2] ![w0] w ↔
      0 < w ∧ w ^ 2 = w0 ^ 2 * (e0 + es) / (einf + es) := by
  have hp : permittivity einf ![(e0 - einf) * w0 ^ 2] ![w0] w
      = einf + (e0 - einf) * w0 ^ 2 / (w0 ^ 2 - w ^ 2) := by simp [permittivity]
  rw [eq_div_iff ha.ne']
  constructor
  · rintro ⟨hw, hne, h⟩
    have hd : w0 ^ 2 - w ^ 2 ≠ 0 := hne 0
    have h' : (e0 - einf) * w0 ^ 2 / (w0 ^ 2 - w ^ 2) = -(einf + es) := by linarith
    rw [div_eq_iff hd] at h'
    exact ⟨hw, by linear_combination -h'⟩
  · rintro ⟨hw, h⟩
    have hd : w0 ^ 2 - w ^ 2 ≠ 0 := fun e => (mul_pos (pow_pos hT 2) (sub_pos.mpr h0)).ne'
      (by linear_combination -h - (einf + es) * e)
    have h' : (e0 - einf) * w0 ^ 2 / (w0 ^ 2 - w ^ 2) = -(einf + es) := by
      rw [div_eq_iff hd]
      linear_combination -h
    refine ⟨hw, fun j => by fin_cases j; exact hd, ?_⟩
    rw [hp, h']
    ring
```

Setting $\varepsilon_s=0$ gives the LO frequency, $w_L^2=\omega_0^2\,\varepsilon_0/\varepsilon_\infty$. For $\varepsilon_\infty>0$ and $\varepsilon_s>0$,

$$\frac{\varepsilon_0+\varepsilon_s}{\varepsilon_\infty+\varepsilon_s}<\frac{\varepsilon_0}{\varepsilon_\infty}\iff \varepsilon_\infty\varepsilon_s<\varepsilon_0\varepsilon_s,$$

which holds because $\varepsilon_0>\varepsilon_\infty$. The surface mode thus lies below the LO mode. The proof compares the squares and then uses that the LO frequency is positive.

```lean
/-- For one phonon with `e0 > einf > 0`, `es > 0` and `w0 > 0`, the surface mode lies
below the bulk LO mode `wL`. -/
theorem surfaceMode_lt_LO {wL : ℝ} (h0 : einf < e0) (hi : 0 < einf) (hs : 0 < es) (hT : 0 < w0)
    (hw : IsSurfaceMode einf es ![(e0 - einf) * w0 ^ 2] ![w0] w)
    (hL : IsSurfaceMode einf 0 ![(e0 - einf) * w0 ^ 2] ![w0] wL) : w < wL := by
  have hw2 := ((surfaceMode_iff h0 (by linarith) hT).mp hw).2
  have hL2 := ((surfaceMode_iff h0 (by linarith) hT).mp hL).2
  refine lt_of_pow_lt_pow_left₀ 2 hL.1.le ?_
  rw [hw2, hL2, add_zero, add_zero, div_lt_div_iff₀ (by linarith) hi]
  nlinarith [mul_pos (mul_pos (pow_pos hT 2) hs) (sub_pos.mpr h0)]
```

The sum rule now has a single term, and $\varepsilon(0)=\varepsilon_0$. It reads

$$\frac{2}{w\,\varepsilon'(w)}=\frac1{\varepsilon_\infty+\varepsilon_s}-\frac1{\varepsilon_0+\varepsilon_s}.$$

The proof applies `coupling_sum_rule` to a family with one member, for which distinctness is automatic.

```lean
/-- For one phonon with `e0 > einf`, `einf + es > 0` and `w0 > 0`, the coupling of the surface mode
is `1 / (einf + es) - 1 / (e0 + es)`. -/
theorem coupling_surfaceMode (h0 : einf < e0) (ha : 0 < einf + es) (hT : 0 < w0)
    (hw : IsSurfaceMode einf es ![(e0 - einf) * w0 ^ 2] ![w0] w) :
    coupling einf ![(e0 - einf) * w0 ^ 2] ![w0] w = 1 / (einf + es) - 1 / (e0 + es) := by
  have h := coupling_sum_rule (W := fun _ : Fin 1 => w) ha
    (fun j => by fin_cases j; exact mul_pos (sub_pos.mpr h0) (pow_pos hT 2))
    (fun j => by fin_cases j; exact hT) (Function.injective_of_subsingleton _) (fun _ => hw)
  have hz : permittivity einf ![(e0 - einf) * w0 ^ 2] ![w0] 0 = e0 := by
    simp [permittivity, hT.ne']
  rw [hz] at h
  simpa using h
```

Only the last term depends on $\varepsilon_0$, and $1/(\varepsilon_0+\varepsilon_s)$ falls as $\varepsilon_0$ rises. At fixed $\varepsilon_\infty$, $\varepsilon_s$ and $\omega_0$, a larger static permittivity therefore means a stronger coupling. The theorem compares two materials with static permittivities `e0` and `e1`, each at its own mode frequency, `w` and `w1`.

```lean
/-- For one phonon with `einf + es > 0` and `w0 > 0`, raising the static permittivity from
`e0 > einf` to `e1` strictly increases the coupling of the surface mode. -/
theorem coupling_lt_coupling {e1 w1 : ℝ} (h0 : einf < e0) (h1 : e0 < e1) (ha : 0 < einf + es)
    (hT : 0 < w0) (hw : IsSurfaceMode einf es ![(e0 - einf) * w0 ^ 2] ![w0] w)
    (hw1 : IsSurfaceMode einf es ![(e1 - einf) * w0 ^ 2] ![w0] w1) :
    coupling einf ![(e0 - einf) * w0 ^ 2] ![w0] w
      < coupling einf ![(e1 - einf) * w0 ^ 2] ![w0] w1 := by
  rw [coupling_surfaceMode h0 ha hT hw, coupling_surfaceMode (h0.trans h1) ha hT hw1]
  have h := one_div_lt_one_div_of_lt (show 0 < e0 + es by linarith)
    (show e0 + es < e1 + es by linarith)
  linarith

end

end SurfaceOpticalPhonon
```

```lean
#print axioms SurfaceOpticalPhonon.coupling_sum_rule
-- 'SurfaceOpticalPhonon.coupling_sum_rule' depends on axioms: [propext, Classical.choice, Quot.sound]
#print axioms SurfaceOpticalPhonon.surfaceMode_lt_LO
-- 'SurfaceOpticalPhonon.surfaceMode_lt_LO' depends on axioms: [propext, Classical.choice, Quot.sound]
#print axioms SurfaceOpticalPhonon.coupling_lt_coupling
-- 'SurfaceOpticalPhonon.coupling_lt_coupling' depends on axioms: [propext, Classical.choice, Quot.sound]
```
